# Integer 2×2 matrices of determinant 1 and finite order have order 1, 2, 3, 4 or 6

When a symmetry finder for a two-dimensional periodic cell has found a point operation, it can identify the type of the operation from the determinant and trace of its integer matrix. No angle has to be computed.

## The trace table

Let $M$ be the matrix of the operation in a lattice basis, $I$ the identity and $t=\operatorname{tr}M$. The order of $M$ is the least $n>0$ with $M^n=I$. If such an $n$ exists and $\det M=1$, then $|t|\le 2$ and

| $t$ | 2 | 1 | 0 | −1 | −2 |
|---|---|---|---|---|---|
| order | 1 | 6 | 4 | 3 | 2 |

If instead $\det M=-1$ and the order is finite, then $t=0$ and the order is 2.

## Where a symmetry finder uses it

In an electronic-structure calculation for a monolayer, the determinant and trace can label the in-plane parts of the operations that reduce the k-point mesh, provided that they are stored as integer matrices in a lattice basis.

Finite order stands for the rigidity of the operation. A linear isometry that maps the lattice to itself permutes the finitely many lattice vectors of each length, so some power of it fixes a basis.

Without finite order the table can fail. The shear $\begin{pmatrix}1&1\\0&1\end{pmatrix}$ has determinant 1 and trace 2, but its $n$th power has upper-right entry $n$ and never returns to $I$. The matrix $\begin{pmatrix}2&1\\1&1\end{pmatrix}$ has determinant 1 and trace 3. The determinant must be read too: the swap $\begin{pmatrix}0&1\\1&0\end{pmatrix}$ has trace 0 but order 2, not 4.

## From Cayley–Hamilton to the five orders

For $\det M=1$, Cayley–Hamilton reads $M^2=tM-I$. Multiplying by $M^n$ and taking the trace gives, with $\tau_n=\operatorname{tr}M^n$,
$$\tau_{n+2}=t\,\tau_{n+1}-\tau_n,\qquad \tau_0=2,\quad \tau_1=t.$$

**Bound on the trace.** Suppose $|t|\ge3$. Then $|\tau_0|<|\tau_1|$, and if $|\tau_n|<|\tau_{n+1}|$,
$$|\tau_{n+2}|\ge 3|\tau_{n+1}|-|\tau_n|>2|\tau_{n+1}|\ge|\tau_{n+1}|.$$
So $|\tau_n|>2$ for every $n\ge1$, and no positive power is $I$. Finite order therefore requires $|t|\le2$.

**Trace ±2.** For $t=2$ we have $M^2=2M-I$, hence $M^2-M=M-I$. If $M^n=I+n(M-I)$, then
$$M^{n+1}=M+n(M^2-M)=I+(n+1)(M-I),$$
so the formula holds for all $n$, starting from $n=0$. If $M^n=I$ with $n>0$, then $n(M-I)=0$ and $M=I$. For $t=-2$, the matrix $-M$ has determinant 1 and trace 2, and $(-M)^{2n}=I$ whenever $M^n=I$. Hence $M=-I$, of order 2.

**Traces −1, 0, 1.** Here finite order follows from the trace:

- $t=-1$: $M^2=-M-I$, so $M^3=-M^2-M=I$. The lower traces are $\tau_1=\tau_2=-1$.
- $t=0$: $M^2=-I$, so $M^4=I$. The lower traces are $0,-2,0$.
- $t=1$: $M^2=M-I$, so $M^3=M^2-M=-I$ and $M^6=I$. The lower traces are $1,-1,-2,-1,1$.

No lower trace equals $\operatorname{tr}I=2$, so the orders are exactly 3, 4 and 6.

**Determinant −1.** Now $M^2=tM+I$, so $\operatorname{tr}M^2=t^2+2$. Since $M^2$ has determinant 1 and finite order, $t^2+2\le2$. Thus $t=0$ and $M^2=I$, while $M\ne I$ because its trace is not 2.

**A sixfold example.** Take lattice vectors $a_1,a_2$ of equal length at 60°. Rotation by 60° sends $a_1\to a_2$ and $a_2\to a_2-a_1$. With the images as columns,
$$M=\begin{pmatrix}0&-1\\1&1\end{pmatrix},\quad M^2=\begin{pmatrix}-1&-1\\1&0\end{pmatrix},\quad M^3=\begin{pmatrix}-1&0\\0&-1\end{pmatrix}.$$
The trace is 1 and the order is 6.

## The Lean development

```lean
import Mathlib

namespace PlaneLattice

/-- A linear operation on a plane lattice, written in a lattice basis:
a 2 by 2 matrix of integers. -/
abbrev LatticeOp := Matrix (Fin 2) (Fin 2) ℤ

/-- The square of a lattice operation is its trace times the operation minus its
determinant times the identity. -/
theorem cayley_hamilton (M : LatticeOp) :
    M * M = M.trace • M - M.det • (1 : LatticeOp) := by
  ext i j
  simp only [Matrix.sub_apply, Matrix.smul_apply, smul_eq_mul, Matrix.mul_apply,
    Fin.sum_univ_two, Matrix.trace_fin_two, Matrix.det_fin_two]
  fin_cases i <;> fin_cases j <;> simp <;> ring

/-- For determinant 1, the traces of successive powers obey a two-term recurrence whose coefficients
are the trace of the operation and -1. -/
theorem trace_pow_add_two (M : LatticeOp) (h : M.det = 1) (n : ℕ) :
    (M ^ (n + 2)).trace = M.trace * (M ^ (n + 1)).trace - (M ^ n).trace := by
  have e : M ^ (n + 2) = M.trace • M ^ (n + 1) - M ^ n := by
    calc M ^ (n + 2) = M ^ n * (M * M) := by rw [pow_add, pow_two]
      _ = M.trace • M ^ (n + 1) - M ^ n := by
        rw [cayley_hamilton M, h, one_smul, mul_sub, mul_smul_comm, mul_one, ← pow_succ]
  rw [e, Matrix.trace_sub, Matrix.trace_smul, smul_eq_mul]

/-- A lattice operation of determinant 1 and finite order has a trace of absolute
value at most 2. -/
theorem abs_trace_le_two (M : LatticeOp) (h : M.det = 1) (hf : IsOfFinOrder M) :
    |M.trace| ≤ 2 := by
  by_contra hc
  have ht : 3 ≤ |M.trace| := by omega
  -- the absolute values of the traces of successive powers strictly increase
  have grow : ∀ n : ℕ, |(M ^ n).trace| < |(M ^ (n + 1)).trace| := by
    intro n
    induction n with
    | zero =>
      have h1 : |(M ^ 0).trace| = 2 := by simp
      rw [h1, zero_add, pow_one]
      linarith
    | succ n ih =>
      have hr : (M ^ (n + 1 + 1)).trace = M.trace * (M ^ (n + 1)).trace - (M ^ n).trace :=
        trace_pow_add_two M h n
      have h1 := abs_sub_abs_le_abs_sub (M.trace * (M ^ (n + 1)).trace) (M ^ n).trace
      rw [abs_mul] at h1
      have h2 := mul_le_mul_of_nonneg_right ht (abs_nonneg (M ^ (n + 1)).trace)
      have h3 := abs_nonneg (M ^ (n + 1)).trace
      rw [hr]
      linarith
  obtain ⟨n, hn, hM⟩ := isOfFinOrder_iff_pow_eq_one.mp hf
  have hs : StrictMono (fun k : ℕ => |(M ^ k).trace|) := strictMono_nat_of_lt_succ grow
  have h2 : |(M ^ 0).trace| < |(M ^ n).trace| := hs hn
  rw [hM, pow_zero] at h2
  exact lt_irrefl _ h2

/-- A lattice operation of determinant 1, trace 2 and finite order is the identity. -/
theorem eq_one_of_trace_two (M : LatticeOp) (h : M.det = 1) (ht : M.trace = 2)
    (hf : IsOfFinOrder M) : M = 1 := by
  have e : M * M = (2 : ℤ) • M - 1 := by rw [cayley_hamilton M, h, ht, one_smul]
  -- the nth power is the identity plus n times (M - 1)
  have lin : ∀ n : ℕ, M ^ n = 1 + (n : ℤ) • (M - 1) := by
    intro n
    induction n with
    | zero => simp
    | succ n ih =>
      rw [pow_succ, ih, add_mul, one_mul, smul_mul_assoc, sub_mul, one_mul, e]
      push_cast
      module
  obtain ⟨n, hn, hM⟩ := isOfFinOrder_iff_pow_eq_one.mp hf
  have hz : (n : ℤ) • (M - 1) = 0 := by
    have h1 := lin n
    rw [hM] at h1
    exact left_eq_add.mp h1
  ext i j
  have hij := congrFun (congrFun hz i) j
  simp only [Matrix.smul_apply, Matrix.sub_apply, Matrix.zero_apply, smul_eq_mul] at hij
  rcases mul_eq_zero.mp hij with h0 | h0
  · omega
  · exact sub_eq_zero.mp h0

/-- A lattice operation of determinant 1, trace -2 and finite order is the inversion
of the plane through the origin. -/
theorem eq_neg_one_of_trace_neg_two (M : LatticeOp) (h : M.det = 1) (ht : M.trace = -2)
    (hf : IsOfFinOrder M) : M = -1 := by
  obtain ⟨n, hn, hM⟩ := isOfFinOrder_iff_pow_eq_one.mp hf
  have hd : (-M).det = 1 := by
    rw [← h]
    simp [Matrix.det_fin_two]
  have hp : (-M) ^ (2 * n) = 1 := by
    rw [pow_mul, neg_sq, ← pow_mul, mul_comm, pow_mul, hM, one_pow]
  have h1 := eq_one_of_trace_two (-M) hd (by rw [Matrix.trace_neg, ht]; norm_num)
    (isOfFinOrder_iff_pow_eq_one.mpr ⟨2 * n, by omega, hp⟩)
  rw [← h1, neg_neg]

/-- For determinant 1, the traces -1, 0 and 1 belong to operations of order exactly
3, 4 and 6. -/
theorem order_of_trace (M : LatticeOp) (h : M.det = 1) :
    (M.trace = -1 → orderOf M = 3) ∧ (M.trace = 0 → orderOf M = 4) ∧
      (M.trace = 1 → orderOf M = 6) := by
  have t0 : (M ^ 0).trace = 2 := by simp
  have t1 : (M ^ 1).trace = M.trace := by rw [pow_one]
  have t2 : (M ^ 2).trace = M.trace * (M ^ 1).trace - (M ^ 0).trace :=
    trace_pow_add_two M h 0
  have t3 : (M ^ 3).trace = M.trace * (M ^ 2).trace - (M ^ 1).trace :=
    trace_pow_add_two M h 1
  have t4 : (M ^ 4).trace = M.trace * (M ^ 3).trace - (M ^ 2).trace :=
    trace_pow_add_two M h 2
  have t5 : (M ^ 5).trace = M.trace * (M ^ 4).trace - (M ^ 3).trace :=
    trace_pow_add_two M h 3
  have c : M ^ 3 = M * M * M := by rw [pow_succ, pow_two]
  -- in each case every lower positive power has a trace different from 2
  refine ⟨fun ht => ?_, fun ht => ?_, fun ht => ?_⟩ <;> rw [ht] at t1 t2 t3 t4 t5
  · have e : M * M = -M - 1 := by rw [cayley_hamilton M, h, ht]; module
    have p : M ^ 3 = 1 := by
      rw [c, e, sub_mul, neg_mul, one_mul, e]
      abel
    refine (orderOf_eq_iff (by norm_num)).mpr ⟨p, fun m hm hp he => ?_⟩
    have hT : (M ^ m).trace = 2 := by rw [he]; simp
    interval_cases m <;> omega
  · have e : M ^ 2 = -1 := by rw [pow_two, cayley_hamilton M, h, ht]; module
    have p : M ^ 4 = 1 := by
      calc M ^ 4 = (M ^ 2) ^ 2 := pow_mul M 2 2
        _ = 1 := by rw [e]; simp
    refine (orderOf_eq_iff (by norm_num)).mpr ⟨p, fun m hm hp he => ?_⟩
    have hT : (M ^ m).trace = 2 := by rw [he]; simp
    interval_cases m <;> omega
  · have e : M * M = M - 1 := by rw [cayley_hamilton M, h, ht]; module
    have q : M ^ 3 = -1 := by
      rw [c, e, sub_mul, one_mul, e]
      abel
    have p : M ^ 6 = 1 := by
      calc M ^ 6 = (M ^ 3) ^ 2 := pow_mul M 3 2
        _ = 1 := by rw [q]; simp
    refine (orderOf_eq_iff (by norm_num)).mpr ⟨p, fun m hm hp he => ?_⟩
    have hT : (M ^ m).trace = 2 := by rw [he]; simp
    interval_cases m <;> omega

/-- Crystallographic restriction: a plane lattice operation of determinant 1 and finite
order has trace -2, -1, 0, 1 or 2 and order 1, 2, 3, 4 or 6. -/
theorem crystallographic_restriction (M : LatticeOp) (h : M.det = 1)
    (hf : IsOfFinOrder M) :
    M.trace ∈ ({-2, -1, 0, 1, 2} : Set ℤ) ∧ orderOf M ∈ ({1, 2, 3, 4, 6} : Set ℕ) := by
  obtain ⟨hl, hu⟩ := abs_le.mp (abs_trace_le_two M h hf)
  obtain ⟨o3, o4, o6⟩ := order_of_trace M h
  have hc : M.trace = -2 ∨ M.trace = -1 ∨ M.trace = 0 ∨ M.trace = 1 ∨ M.trace = 2 := by
    omega
  refine ⟨by simpa using hc, ?_⟩
  rcases hc with t | t | t | t | t
  · have e := eq_neg_one_of_trace_neg_two M h t hf
    have o2 : orderOf M = 2 := orderOf_eq_prime (by rw [e]; simp) (by
      intro h1
      rw [h1] at t
      simp at t)
    simp [o2]
  · simp [o3 t]
  · simp [o4 t]
  · simp [o6 t]
  · simp [orderOf_eq_one_iff.mpr (eq_one_of_trace_two M h t hf)]

/-- A lattice operation of determinant 1 has finite order exactly when it is the identity,
minus the identity, or has a trace of absolute value at most 1. -/
theorem finite_order_iff (M : LatticeOp) (h : M.det = 1) :
    IsOfFinOrder M ↔ M = 1 ∨ M = -1 ∨ |M.trace| ≤ 1 := by
  constructor
  · intro hf
    obtain ⟨hl, hu⟩ := abs_le.mp (abs_trace_le_two M h hf)
    by_cases t : M.trace = 2
    · exact Or.inl (eq_one_of_trace_two M h t hf)
    by_cases s : M.trace = -2
    · exact Or.inr (Or.inl (eq_neg_one_of_trace_neg_two M h s hf))
    exact Or.inr (Or.inr (abs_le.mpr ⟨by omega, by omega⟩))
  · rintro (e | e | ht)
    · exact isOfFinOrder_iff_pow_eq_one.mpr ⟨1, by norm_num, by rw [e, one_pow]⟩
    · exact isOfFinOrder_iff_pow_eq_one.mpr ⟨2, by norm_num, by rw [e]; simp⟩
    · obtain ⟨hl, hu⟩ := abs_le.mp ht
      obtain ⟨o3, o4, o6⟩ := order_of_trace M h
      have hc : M.trace = -1 ∨ M.trace = 0 ∨ M.trace = 1 := by omega
      apply orderOf_pos_iff.mp
      rcases hc with t | t | t
      · rw [o3 t]; norm_num
      · rw [o4 t]; norm_num
      · rw [o6 t]; norm_num

/-- A lattice operation of determinant -1 and finite order has trace 0 and order 2. -/
theorem improper_operation (M : LatticeOp) (h : M.det = -1) (hf : IsOfFinOrder M) :
    M.trace = 0 ∧ orderOf M = 2 := by
  -- the square has determinant 1 and finite order, so its trace is at most 2
  have hd : (M ^ 2).det = 1 := by rw [Matrix.det_pow, h]; norm_num
  have htr : (M ^ 2).trace = M.trace * M.trace + 2 := by
    rw [pow_two, cayley_hamilton M, h, Matrix.trace_sub, Matrix.trace_smul,
      Matrix.trace_smul, Matrix.trace_one, Fintype.card_fin, smul_eq_mul, smul_eq_mul]
    push_cast
    ring
  have hb := (abs_le.mp (abs_trace_le_two (M ^ 2) hd hf.pow)).2
  rw [htr] at hb
  have t : M.trace = 0 :=
    mul_self_eq_zero.mp (le_antisymm (by linarith) (mul_self_nonneg _))
  refine ⟨t, orderOf_eq_prime ?_ ?_⟩
  · rw [pow_two, cayley_hamilton M, h, t]
    module
  · intro h1
    rw [h1] at t
    simp at t

/-- The integer matrices with rows (0, -1) and (1, t) have determinant 1, and for
t = -1, 0, 1 their orders are 3, 4 and 6. -/
theorem rotations_occur :
    (∀ t : ℤ, (!![0, -1; 1, t] : LatticeOp).det = 1) ∧
      orderOf (!![0, -1; 1, -1] : LatticeOp) = 3 ∧
      orderOf (!![0, -1; 1, 0] : LatticeOp) = 4 ∧
      orderOf (!![0, -1; 1, 1] : LatticeOp) = 6 := by
  have hd : ∀ t : ℤ, (!![0, -1; 1, t] : LatticeOp).det = 1 := by
    intro t
    simp [Matrix.det_fin_two]
  exact ⟨hd, (order_of_trace _ (hd (-1))).1 (by simp [Matrix.trace_fin_two]),
    (order_of_trace _ (hd 0)).2.1 (by simp [Matrix.trace_fin_two]),
    (order_of_trace _ (hd 1)).2.2 (by simp [Matrix.trace_fin_two])⟩

end PlaneLattice
```

```lean
#print axioms PlaneLattice.crystallographic_restriction
#print axioms PlaneLattice.finite_order_iff
#print axioms PlaneLattice.improper_operation
#print axioms PlaneLattice.rotations_occur
```

```
'PlaneLattice.crystallographic_restriction' depends on axioms: [propext, Classical.choice, Quot.sound]
'PlaneLattice.finite_order_iff' depends on axioms: [propext, Classical.choice, Quot.sound]
'PlaneLattice.improper_operation' depends on axioms: [propext, Classical.choice, Quot.sound]
'PlaneLattice.rotations_occur' depends on axioms: [propext, Classical.choice, Quot.sound]
```

## How the lemmas follow the derivation

`cayley_hamilton` is checked entry by entry with `ring`, and `trace_pow_add_two` is the recurrence for $\tau_n$. In `abs_trace_le_two`, the induction `grow` is the chain of inequalities above, and `strictMono_nat_of_lt_succ` extends it from neighbouring powers to any two.

The linear formula for trace 2 is `lin` in `eq_one_of_trace_two`; `eq_neg_one_of_trace_neg_two` applies that lemma to `-M`. In `order_of_trace`, `interval_cases m` lists the lower powers and `omega` finds that none has trace 2. `crystallographic_restriction` then splits into the five possible traces. `improper_operation` applies the trace bound to the square.

## Integer matrices, finite order and the cell metric

A `LatticeOp` is a 2×2 matrix over `ℤ`, and `1` is the identity matrix. `IsOfFinOrder M` says that some positive power of `M` is `1`; `orderOf M` is the least positive exponent for which this happens, or 0 if there is none. The main theorem takes `M.det = 1` and `IsOfFinOrder M`, and places the trace and the order in the two listed sets. Storing images as rows or as columns makes no difference, since transposition preserves determinant, trace and order.

`finite_order_iff` gives a test without powers: a matrix of determinant 1 has finite order exactly when it is `1`, `-1`, or has `|M.trace| ≤ 1`. `rotations_occur` supplies matrices of orders 3, 4 and 6.

The crystallographic restriction is usually stated for rotations that preserve a lattice. Here it concerns single integer matrices: finite order is assumed, and the argument from isometries given earlier is not formalised. Passing the test therefore does not make a matrix a symmetry of a particular cell. A fourfold matrix passes in a hexagonal basis, yet it does not preserve the hexagonal metric, so a code must still compare metrics and atomic positions. Translations, three-dimensional lattices and the tolerance used to round matrix entries to integers lie beyond these theorems.
